# The first non-vanishing moment sets the small-q power of a finite transition density's form factor

## Question

Let a transition density have complex weights $w_j$ at finitely many fixed real positions $x_j$. For real momentum transfer $q$, define its form factor and moments by

$$M(q)=\sum_j w_j e^{iqx_j},\qquad m_k=\sum_j w_jx_j^k .$$

If $m_k=0$ for all $k<n$, I expect $|M(q)|^2/q^{2n}\to |m_n|^2/(n!)^2$ as $q\to0$. A neutral exciton with no transition dipole should then have no term below $q^4$. Can this be made rigorous and machine-checked, including when the $q^4$ term is really there?

## Answer

Here $x_j$ is the coordinate along the direction of momentum transfer, and $m_0=\sum_j w_j$, with $x_j^0=1$ even at $x_j=0$. The condition $m_0=0$ stands for zero net transition charge, which follows physically from orthogonality of the ground and excited states. The $q^4$ claim needs it as well as $m_1=0$.

### From the exponential series to the leading power

For complex $z$, the tail of the exponential series obeys

$$\left|e^z-\sum_{k<r}\frac{z^k}{k!}\right|\le\sum_{l\ge0}\frac{|z|^{r+l}}{(r+l)!}\le |z|^r e^{|z|}.$$

Set $z=iqx_j$, multiply by $w_j$ and sum over $j$:

$$\left|M(q)-\sum_{k<r}\frac{(iq)^k}{k!}m_k\right|\le |q|^r\sum_j|w_j||x_j|^r e^{|qx_j|}.$$

Now take $r=n+1$. Only the term $k=n$ survives, and division by $q^n$ with $q\ne0$ gives

$$\left|\frac{M(q)}{q^n}-\frac{i^n m_n}{n!}\right|\le |q|\sum_j|w_j||x_j|^{n+1}e^{|qx_j|}\to0.$$

Since $|i^n|=1$, squaring the modulus gives the stated limit. For $m_0=m_1=0$ it is $|m_2|^2/4$, so the $q^4$ term is present exactly when $m_2\ne0$.

Conversely, suppose $|M|^2/q^{2n}$ has a finite limit. Take $k<n$ and assume that the moments below $k$ vanish. Then

$$\frac{|M|^2}{q^{2k}}=\frac{|M|^2}{q^{2n}}\,q^{2(n-k)}\to0,$$

while the direct result gives the limit $|m_k|^2/(k!)^2$. Hence $m_k=0$, and induction covers every $k<n$.

The leading order is also bounded. If $m_0,\dots,m_{N-1}$ all vanished for $N$ distinct coordinates $x_j$, the weights would solve a homogeneous Vandermonde system with determinant $\prod_{j<k}(x_k-x_j)\ne0$, so all would be zero. Points in space that share a coordinate must first be merged by adding their weights; if every merged weight is zero, $M$ vanishes for all $q$ and there is no leading order.

### What the Lean statements say

`w : Fin N → ℂ` and `x : Fin N → ℝ` are the weights and positions; `formFactor` and `moment` are $M$ and $m_k$. The filter `𝓝[≠] 0` means that $q$ approaches zero from either side without equalling it.

`intensity_limit` is the main claim, and `moments_vanish_of_limit` is its converse. In `exists_leading_order`, `Function.Injective x` says that the coordinates $x_j$ are distinct and `w ≠ 0` that some weight is non-zero; the leading order is then below `N`.

The model is one-dimensional and finite, with weights independent of $q$. It contains no Bethe-Salpeter Hamiltonian, exciton energy or Coulomb factor. Within those limits, and with $m_0=0$, $|M|^2$ starts at $q^2$ when the transition dipole has a component along the momentum transfer, and has no term below $q^4$ when it has none. A dipole-allowed excitation polarised perpendicular to the momentum transfer belongs to the second case.

```lean
import Mathlib

open Filter Topology

namespace ExcitonFormFactor

noncomputable section

variable {N : ℕ}

/-- The form factor `M(q) = ∑ w_j exp(i q x_j)` of a transition density with complex
weights `w_j` at the points `x_j`. -/
def formFactor (w : Fin N → ℂ) (x : Fin N → ℝ) (q : ℝ) : ℂ :=
  ∑ j, w j * Complex.exp (Complex.I * q * x j)

/-- The `k`-th moment `m_k = ∑ w_j x_j^k` of the transition density. -/
def moment (w : Fin N → ℂ) (x : Fin N → ℝ) (k : ℕ) : ℂ :=
  ∑ j, w j * (x j : ℂ) ^ k

/-- Multipole expansion: the form factor differs from its first `n` multipole terms by at
most `|q|^n` times an explicit sum over the transition density. -/
theorem multipole_remainder (w : Fin N → ℂ) (x : Fin N → ℝ) (q : ℝ) (n : ℕ) :
    ‖formFactor w x q - ∑ k ∈ Finset.range n,
        (Complex.I * q) ^ k / (k.factorial : ℂ) * moment w x k‖
      ≤ |q| ^ n * ∑ j, ‖w j‖ * |x j| ^ n * Real.exp |q * x j| := by
  -- collect the error point by point
  have h : formFactor w x q - ∑ k ∈ Finset.range n,
        (Complex.I * q) ^ k / (k.factorial : ℂ) * moment w x k
      = ∑ j, w j * (Complex.exp (Complex.I * q * x j) - ∑ k ∈ Finset.range n,
        (Complex.I * q * x j) ^ k / (k.factorial : ℂ)) := by
    simp only [formFactor, moment, mul_sub, Finset.sum_sub_distrib, Finset.mul_sum]
    rw [Finset.sum_comm]
    congr 1
    refine Finset.sum_congr rfl fun j _ => Finset.sum_congr rfl fun k _ => ?_
    rw [mul_pow (Complex.I * (q : ℂ)) (x j : ℂ) k]
    ring
  rw [h, Finset.mul_sum]
  refine (norm_sum_le _ _).trans (Finset.sum_le_sum fun j _ => ?_)
  -- Taylor bound for a single phase factor
  have hb := Complex.norm_exp_sub_sum_le_norm_mul_exp (Complex.I * q * x j) n
  have hn : ‖Complex.I * (q : ℂ) * (x j : ℂ)‖ = |q * x j| := by
    simp [abs_mul]
  rw [hn] at hb
  rw [norm_mul]
  refine (mul_le_mul_of_nonneg_left hb (norm_nonneg _)).trans_eq ?_
  rw [abs_mul, mul_pow]
  ring

/-- If all moments below order `n` vanish, then `M(q) / q^n` tends to `i^n m_n / n!`
as `q` tends to zero. -/
theorem amplitude_limit (w : Fin N → ℂ) (x : Fin N → ℝ) (n : ℕ)
    (h : ∀ k < n, moment w x k = 0) :
    Tendsto (fun q : ℝ => formFactor w x q / (q : ℂ) ^ n) (𝓝[≠] 0)
      (𝓝 (Complex.I ^ n * moment w x n / (n.factorial : ℂ))) := by
  -- the expression that will bound the error after division by `q^n` tends to zero
  have hg : Tendsto (fun q : ℝ => |q| * ∑ j, ‖w j‖ * |x j| ^ (n + 1) * Real.exp |q * x j|)
      (𝓝[≠] 0) (𝓝 0) := by
    have hc : Continuous
        (fun q : ℝ => |q| * ∑ j, ‖w j‖ * |x j| ^ (n + 1) * Real.exp |q * x j|) := by
      fun_prop
    have h0 := (hc.tendsto 0).mono_left (nhdsWithin_le_nhds (s := {0}ᶜ))
    simpa only [abs_zero, zero_mul] using h0
  refine tendsto_iff_norm_sub_tendsto_zero.mpr
    (squeeze_zero' (Eventually.of_forall fun _ => norm_nonneg _) ?_ hg)
  filter_upwards [self_mem_nhdsWithin] with q hq
  have hq0 : q ≠ 0 := hq
  have hqc : (q : ℂ) ≠ 0 := by exact_mod_cast hq0
  have hf : (n.factorial : ℂ) ≠ 0 := by exact_mod_cast n.factorial_ne_zero
  have hs : ∑ k ∈ Finset.range n,
      (Complex.I * q) ^ k / (k.factorial : ℂ) * moment w x k = 0 :=
    Finset.sum_eq_zero fun k hk => by rw [h k (Finset.mem_range.mp hk), mul_zero]
  have hb := multipole_remainder w x q (n + 1)
  rw [Finset.sum_range_succ, hs, zero_add] at hb
  have e : formFactor w x q / (q : ℂ) ^ n - Complex.I ^ n * moment w x n / (n.factorial : ℂ)
      = (formFactor w x q - (Complex.I * q) ^ n / (n.factorial : ℂ) * moment w x n)
        / (q : ℂ) ^ n := by
    rw [sub_div, mul_pow]
    congr 1
    field_simp
  show ‖formFactor w x q / (q : ℂ) ^ n - Complex.I ^ n * moment w x n / (n.factorial : ℂ)‖
    ≤ |q| * ∑ j, ‖w j‖ * |x j| ^ (n + 1) * Real.exp |q * x j|
  rw [e, norm_div, norm_pow, Complex.norm_real, Real.norm_eq_abs,
    div_le_iff₀ (pow_pos (abs_pos.mpr hq0) n)]
  exact hb.trans_eq (by ring)

/-- If all moments below order `n` vanish, then `|M(q)|² / q^(2n)` tends to
`|m_n|² / (n!)²` as `q` tends to zero. -/
theorem intensity_limit (w : Fin N → ℂ) (x : Fin N → ℝ) (n : ℕ)
    (h : ∀ k < n, moment w x k = 0) :
    Tendsto (fun q : ℝ => ‖formFactor w x q‖ ^ 2 / q ^ (2 * n)) (𝓝[≠] 0)
      (𝓝 (‖moment w x n‖ ^ 2 / (n.factorial : ℝ) ^ 2)) := by
  have h1 := (amplitude_limit w x n h).norm.pow 2
  have hl : ‖Complex.I ^ n * moment w x n / (n.factorial : ℂ)‖ ^ 2
      = ‖moment w x n‖ ^ 2 / (n.factorial : ℝ) ^ 2 := by
    rw [norm_div, norm_mul, norm_pow, Complex.norm_I, one_pow, one_mul,
      Complex.norm_natCast, div_pow]
  rw [hl] at h1
  refine h1.congr fun q => ?_
  show ‖formFactor w x q / (q : ℂ) ^ n‖ ^ 2 = ‖formFactor w x q‖ ^ 2 / q ^ (2 * n)
  rw [norm_div, norm_pow, Complex.norm_real, Real.norm_eq_abs, div_pow, ← pow_mul,
    mul_comm n 2, pow_mul |q|, sq_abs, ← pow_mul]

/-- For a transition density without net charge and without dipole moment,
`|M(q)|² / q⁴` tends to `|m_2|² / 4` as `q` tends to zero. -/
theorem dipole_dark_limit (w : Fin N → ℂ) (x : Fin N → ℝ)
    (h0 : moment w x 0 = 0) (h1 : moment w x 1 = 0) :
    Tendsto (fun q : ℝ => ‖formFactor w x q‖ ^ 2 / q ^ 4) (𝓝[≠] 0)
      (𝓝 (‖moment w x 2‖ ^ 2 / 4)) := by
  have h := intensity_limit w x 2 (by intro k hk; interval_cases k <;> assumption)
  have e : ((Nat.factorial 2 : ℕ) : ℝ) ^ 2 = 4 := by norm_num [Nat.factorial]
  rw [e] at h
  exact h

/-- Converse: if `|M(q)|² / q^(2n)` has a finite limit as `q` tends to zero, then all
moments below order `n` vanish. -/
theorem moments_vanish_of_limit (w : Fin N → ℂ) (x : Fin N → ℝ) (n : ℕ) (L : ℝ)
    (h : Tendsto (fun q : ℝ => ‖formFactor w x q‖ ^ 2 / q ^ (2 * n)) (𝓝[≠] 0) (𝓝 L)) :
    ∀ k < n, moment w x k = 0 := by
  intro k
  induction k using Nat.strong_induction_on with
  | _ k ih =>
    intro hk
    have h1 := intensity_limit w x k (fun j hj => ih j hj (hj.trans hk))
    have h2 : Tendsto (fun q : ℝ => q ^ (2 * (n - k))) (𝓝[≠] 0) (𝓝 0) := by
      have hc : Continuous (fun q : ℝ => q ^ (2 * (n - k))) := by fun_prop
      have h0 := (hc.tendsto 0).mono_left (nhdsWithin_le_nhds (s := {0}ᶜ))
      have hz : (0 : ℝ) ^ (2 * (n - k)) = 0 := zero_pow (by omega)
      simpa only [hz] using h0
    have h3 := h.mul h2
    rw [mul_zero] at h3
    -- the intensity divided by the lower power `q^(2k)` must tend to zero
    have h4 : Tendsto (fun q : ℝ => ‖formFactor w x q‖ ^ 2 / q ^ (2 * k))
        (𝓝[≠] 0) (𝓝 0) := by
      refine h3.congr' ?_
      filter_upwards [self_mem_nhdsWithin] with q hq
      have hq0 : q ≠ 0 := hq
      have e : q ^ (2 * n) = q ^ (2 * k) * q ^ (2 * (n - k)) := by
        rw [← pow_add]
        congr 1
        omega
      show ‖formFactor w x q‖ ^ 2 / q ^ (2 * n) * q ^ (2 * (n - k))
        = ‖formFactor w x q‖ ^ 2 / q ^ (2 * k)
      rw [e, div_mul_eq_mul_div, mul_div_mul_right _ _ (pow_ne_zero _ hq0)]
    have h5 := tendsto_nhds_unique h1 h4
    have hf : (k.factorial : ℝ) ^ 2 ≠ 0 := by positivity
    rcases div_eq_zero_iff.mp h5 with h6 | h6
    · exact norm_eq_zero.mp ((pow_eq_zero_iff two_ne_zero).mp h6)
    · exact absurd h6 hf

/-- A non-zero transition density on `N` distinct points has a first non-vanishing moment
of some order `n < N`, and `|M(q)|² / q^(2n)` tends to `|m_n|² / (n!)²`. -/
theorem exists_leading_order (w : Fin N → ℂ) (x : Fin N → ℝ)
    (hx : Function.Injective x) (hw : w ≠ 0) :
    ∃ n < N, (∀ k < n, moment w x k = 0) ∧ moment w x n ≠ 0 ∧
      Tendsto (fun q : ℝ => ‖formFactor w x q‖ ^ 2 / q ^ (2 * n)) (𝓝[≠] 0)
        (𝓝 (‖moment w x n‖ ^ 2 / (n.factorial : ℝ) ^ 2)) := by
  classical
  -- the Vandermonde matrix of distinct points is invertible
  have hex : ∃ n, n < N ∧ moment w x n ≠ 0 := by
    by_contra hc
    have hc' : ∀ n < N, moment w x n = 0 := fun n hn => by
      by_contra hne
      exact hc ⟨n, hn, hne⟩
    exact hw (Matrix.eq_zero_of_forall_pow_sum_mul_pow_eq_zero
      (f := fun j => (x j : ℂ)) (Complex.ofReal_injective.comp hx)
      fun i => hc' i i.isLt)
  obtain ⟨h1, h2⟩ := Nat.find_spec hex
  have hz : ∀ k < Nat.find hex, moment w x k = 0 := fun k hk => by
    by_contra hne
    exact Nat.find_min hex hk ⟨hk.trans h1, hne⟩
  exact ⟨Nat.find hex, h1, hz, h2, intensity_limit w x _ hz⟩

/-- The weights `1, -2, 1` at the points `-1, 0, 1` have no net charge and no dipole
moment, and their `|M(q)|² / q⁴` tends to `1`. -/
theorem dipole_dark_witness :
    moment ![1, -2, 1] ![-1, 0, 1] 0 = 0 ∧ moment ![1, -2, 1] ![-1, 0, 1] 1 = 0 ∧
      Tendsto (fun q : ℝ => ‖formFactor ![1, -2, 1] ![-1, 0, 1] q‖ ^ 2 / q ^ 4)
        (𝓝[≠] 0) (𝓝 1) := by
  have h0 : moment ![1, -2, 1] ![-1, 0, 1] 0 = 0 := by
    norm_num [moment, Fin.sum_univ_succ]
  have h1 : moment ![1, -2, 1] ![-1, 0, 1] 1 = 0 := by
    norm_num [moment, Fin.sum_univ_succ]
  have h2 : moment ![1, -2, 1] ![-1, 0, 1] 2 = 2 := by
    norm_num [moment, Fin.sum_univ_succ]
  have h := dipole_dark_limit ![1, -2, 1] ![-1, 0, 1] h0 h1
  have e : ‖(2 : ℂ)‖ ^ 2 / 4 = 1 := by norm_num
  rw [h2, e] at h
  exact ⟨h0, h1, h⟩

end

end ExcitonFormFactor
```

```lean
#print axioms ExcitonFormFactor.dipole_dark_limit
-- 'ExcitonFormFactor.dipole_dark_limit' depends on axioms: [propext, Classical.choice, Quot.sound]
#print axioms ExcitonFormFactor.moments_vanish_of_limit
-- 'ExcitonFormFactor.moments_vanish_of_limit' depends on axioms: [propext, Classical.choice, Quot.sound]
#print axioms ExcitonFormFactor.exists_leading_order
-- 'ExcitonFormFactor.exists_leading_order' depends on axioms: [propext, Classical.choice, Quot.sound]
```

### How the proof follows the derivation

`multipole_remainder` exchanges the sums over points and orders with `Finset.sum_comm`, then applies Mathlib's exponential remainder bound to each phase. `amplitude_limit` uses it at order `n + 1`; `Finset.sum_range_succ` isolates $m_n$, and `squeeze_zero'` sends the error to zero. `intensity_limit` takes the norm and squares it, and `dipole_dark_limit` sets `n = 2`.

The converse combines strong induction with `tendsto_nhds_unique`. `exists_leading_order` uses Mathlib's Vandermonde lemma to find a non-zero moment, and `Nat.find` selects the first.

`dipole_dark_witness` computes $m_0=m_1=0$ and $m_2=2$ for weights $1,-2,1$ at $-1,0,1$. Directly, $M(q)=2\cos q-2=-4\sin^2(q/2)$, which agrees with the limit $1$.

### Small q in a numerical calculation

On a real-space grid, $w_j$ is the transition density times the quadrature weight, and $M(q)$ is a sum such as `np.sum(w * np.exp(1j*q*x))`. For a dark state at small $q$, this sum cancels almost completely and loses significant digits; the leading moment term is a small-$q$ approximation whose relative rounding error does not grow as $q\to0$. It also helps to check $m_0$ first, because a residual net charge from quadrature error leaves a constant in $|M|^2$ that eventually hides the $q^4$ behaviour.
